# Every nonzero proper invariant subspace of a doubled finite-dimensional complex irreducible representation has one mixing ratio

An atom sits at a site of symmetry \(C_{4v}\). Its orbitals \(p_x, p_y\) form a degenerate pair of species \(E\), and so do \(d_{xz}, d_{yz}\). Symmetry allows the two pairs to mix. An energy level built from them must be carried into itself by every symmetry operation. Which subspaces of the four-dimensional orbital space meet this condition?

## Two sets of partner functions as one space of pairs

Let \(G\) be a group and \(V\) a complex vector space. A representation \(\rho\) assigns to each \(g\in G\) a linear operator \(\rho(g)\) on \(V\), with products going to products and the identity to the identity.

```lean
import Mathlib

noncomputable section

namespace DoubledSpecies

variable {G V : Type*} [Group G] [AddCommGroup V] [Module ℂ V]
```

A subspace \(U\) is invariant if \(\rho(g)v\in U\) for all \(g\in G\) and \(v\in U\).

```lean
/-- A subspace is invariant when every group operation maps it into itself. -/
def Invariant (ρ : G →* Module.End ℂ V) (U : Submodule ℂ V) : Prop :=
  ∀ g, ∀ v ∈ U, ρ g v ∈ U
```

Irreducibility means that \(V\) is nonzero and has no invariant subspaces besides zero (`⊥`) and the whole space (`⊤`).

```lean
/-- A representation is irreducible when its space is nonzero and the only invariant
subspaces are zero and the whole space. -/
def IsIrreducible (ρ : G →* Module.End ℂ V) : Prop :=
  Nontrivial V ∧ ∀ U : Submodule ℂ V, Invariant ρ U → U = ⊥ ∨ U = ⊤
```

Two sets of the same species are described by pairs in \(V\times V\). This is the direct sum \(V\oplus V\), not the tensor product that physicists often call a direct product. In the example, \(v=(x,y)\) holds the amplitudes on the two partners, the first component of a pair belongs to the \(p\) set and the second to the \(d\) set. Each operation acts by the same \(\rho(g)\) on both components. Choosing and orienting real orbitals so that both sets transform by identical matrices, and not merely equivalent ones, is a step that precedes the model.

```lean
/-- The doubled species: each group operation acts alike on both components of a pair. -/
def doubled (ρ : G →* Module.End ℂ V) : G →* Module.End ℂ (V × V) where
  toFun g := (ρ g).prodMap (ρ g)
  map_one' := LinearMap.ext fun x => by simp
  map_mul' g h := LinearMap.ext fun x => by simp
```

For scalars \(a,b\), write \(V_{a,b}\) for the set of pairs \((av,bv)\) with \(v\in V\). In Lean it is `diagonalCopy V a b`; the name is used for all coefficients, not only for \(a=b\).

```lean
variable (V) in
/-- The subspace of all pairs `(a v, b v)` with `v` in `V`. -/
def diagonalCopy (a b : ℂ) : Submodule ℂ (V × V) where
  carrier := {p | ∃ v : V, p = (a • v, b • v)}
  zero_mem' := ⟨0, Prod.ext (smul_zero a).symm (smul_zero b).symm⟩
  add_mem' := by
    rintro _ _ ⟨v, rfl⟩ ⟨w, rfl⟩
    exact ⟨v + w, Prod.ext (smul_add a v w).symm (smul_add b v w).symm⟩
  smul_mem' := by
    rintro c _ ⟨v, rfl⟩
    exact ⟨c • v, Prod.ext (smul_comm c a v) (smul_comm c b v)⟩
```

## (a) Symmetry preserves the mixing coefficients

Show that \(V_{a,b}\) is invariant, by finding \(v'\in V\) with
\[
(\rho(g)(av),\rho(g)(bv))=(av',bv').
\]

**Solution.** By linearity, \(\rho(g)(av)=a\,\rho(g)v\) and \(\rho(g)(bv)=b\,\rho(g)v\). Take \(v'=\rho(g)v\), which is also the vector supplied in the Lean proof.

```lean
/-- The pairs `(a v, b v)` form an invariant subspace of the doubled species. -/
theorem diagonalCopy_invariant (ρ : G →* Module.End ℂ V) (a b : ℂ) :
    Invariant (doubled ρ) (diagonalCopy V a b) := by
  rintro g _ ⟨v, rfl⟩
  exact ⟨ρ g v, Prod.ext (map_smul (ρ g) a v) (map_smul (ρ g) b v)⟩
```

## (b) A copy is neither empty of states nor everything

Let \(V\) be nonzero and \(a,b\) not both zero. Show that
\[
V_{a,b}\neq 0,\qquad V_{a,b}\neq V\times V.
\]

**Solution.** Choose \(v\neq0\). The pair \((av,bv)\) has a nonzero component, so \(V_{a,b}\neq0\).

If \(V_{a,b}\) were everything, there would be \(w,u\in V\) with \((v,0)=(aw,bw)\) and \((0,v)=(au,bu)\). From \(bw=0\), either \(b=0\), and then \(v=bu=0\), or \(w=0\), and then \(v=aw=0\). Both contradict \(v\neq0\). The Lean proof makes the same case split with `smul_eq_zero`.

```lean
/-- For nonzero `V` and `a`, `b` not both zero, the subspace of pairs `(a v, b v)` is
neither zero nor all of `V × V`. -/
theorem diagonalCopy_proper [Nontrivial V] {a b : ℂ} (hab : a ≠ 0 ∨ b ≠ 0) :
    diagonalCopy V a b ≠ ⊥ ∧ diagonalCopy V a b ≠ ⊤ := by
  obtain ⟨v, hv⟩ := exists_ne (0 : V)
  constructor <;> intro h
  · have hm : (a • v, b • v) ∈ diagonalCopy V a b := ⟨v, rfl⟩
    rw [h, Submodule.mem_bot] at hm
    rcases hab with ha | hb
    · exact smul_ne_zero ha hv (congrArg Prod.fst hm)
    · exact smul_ne_zero hb hv (congrArg Prod.snd hm)
  · have hm : ∀ p : V × V, p ∈ diagonalCopy V a b := fun p => by
      rw [h]; exact Submodule.mem_top
    obtain ⟨w, hw⟩ := hm (v, 0)
    obtain ⟨u, hu⟩ := hm (0, v)
    have w1 : v = a • w := congrArg Prod.fst hw
    have w2 : 0 = b • w := congrArg Prod.snd hw
    have u2 : v = b • u := congrArg Prod.snd hu
    rcases smul_eq_zero.1 w2.symm with hb | hw0
    · exact hv (by rw [u2, hb, zero_smul])
    · exact hv (by rw [w1, hw0, smul_zero])
```

## (c) Two different mixtures span the doubled space

Suppose \(ab'\neq a'b\). Show that
\[
V\times V=V_{a,b}\oplus V_{a',b'}.
\]

**Solution.** Put \(\Delta=ab'-a'b\neq0\). If a pair lies in both copies, then \(av=a'w\) and \(bv=b'w\) for some \(v,w\), so
\[
\Delta v=b'(av)-a'(bv)=b'a'w-a'b'w=0 .
\]
Hence \(v=0\) and the pair is zero. For arbitrary \((x,y)\), Cramer's rule gives
\[
v=\frac{b'x-a'y}{\Delta},\qquad w=\frac{ay-bx}{\Delta},
\]
and expansion gives \(av+a'w=x\) and \(bv+b'w=y\).

`IsCompl` combines these two statements, zero intersection and full sum. The scalar `e` is \(1/\Delta\), and `module` checks the expansions.

```lean
/-- Two copies whose coefficient pairs are not proportional split the doubled species
into a direct sum. -/
theorem diagonalCopy_isCompl {a b a' b' : ℂ} (h : a * b' ≠ a' * b) :
    IsCompl (diagonalCopy V a b) (diagonalCopy V a' b') := by
  have hd : a * b' - a' * b ≠ 0 := sub_ne_zero.2 h
  obtain ⟨e, he⟩ : ∃ e : ℂ, e * (a * b' - a' * b) = 1 := ⟨_, inv_mul_cancel₀ hd⟩
  constructor
  · rw [Submodule.disjoint_def]
    rintro _ ⟨v, rfl⟩ ⟨w, hw⟩
    have h1 : a • v = a' • w := congrArg Prod.fst hw
    have h2 : b • v = b' • w := congrArg Prod.snd hw
    -- the determinant of the coefficients annihilates v
    have h3 : (a * b' - a' * b) • v = 0 := by
      calc (a * b' - a' * b) • v = b' • (a • v) - a' • (b • v) := by module
        _ = 0 := by rw [h1, h2]; module
    have hv : v = 0 := (smul_eq_zero.1 h3).resolve_left hd
    simp [hv]
  · rw [codisjoint_iff, eq_top_iff]
    rintro ⟨x, y⟩ -
    -- Cramer's rule gives the two components
    refine Submodule.mem_sup.2 ⟨_, ⟨e • (b' • x - a' • y), rfl⟩,
      _, ⟨e • (a • y - b • x), rfl⟩, Prod.ext ?_ ?_⟩
    · change a • e • (b' • x - a' • y) + a' • e • (a • y - b • x) = x
      calc _ = (e * (a * b' - a' * b)) • x := by module
        _ = x := by rw [he, one_smul]
    · change b • e • (b' • x - a' • y) + b' • e • (a • y - b • x) = y
      calc _ = (e * (a * b' - a' * b)) • y := by module
        _ = y := by rw [he, one_smul]
```

## (d) One mixed state brings in all its partners

Let \(V\) be irreducible and \(W\subseteq V\times V\) invariant. Suppose \((av,bv)\in W\) for one \(v\neq0\). Show that
\[
V_{a,b}\subseteq W.
\]

**Solution.** Let \(U=\{u\in V:(au,bu)\in W\}\), a subspace of \(V\). If \(u\in U\), then applying \(g\) to \((au,bu)\) gives \((a\rho(g)u,b\rho(g)u)\in W\), so \(\rho(g)u\in U\). Thus \(U\) is invariant. It contains \(v\neq0\), so irreducibility gives \(U=V\), which is the claim.

In Lean, `W.comap` builds \(U\) as the preimage of \(W\) under \(u\mapsto(au,bu)\).

```lean
/-- If an invariant subspace of a doubled irreducible species contains one pair
`(a v, b v)` with `v` nonzero, it contains all such pairs. -/
theorem diagonalCopy_le_of_mem {ρ : G →* Module.End ℂ V} (hρ : IsIrreducible ρ)
    {W : Submodule ℂ (V × V)} (hW : Invariant (doubled ρ) W) {a b : ℂ} {v : V}
    (hv : v ≠ 0) (h : (a • v, b • v) ∈ W) : diagonalCopy V a b ≤ W := by
  let U : Submodule ℂ V :=
    W.comap ((a • (LinearMap.id : V →ₗ[ℂ] V)).prod (b • (LinearMap.id : V →ₗ[ℂ] V)))
  have hU : Invariant ρ U := by
    intro g u hu
    have h3 : (ρ g (a • u), ρ g (b • u)) ∈ W := hW g _ hu
    rw [map_smul (ρ g) a u, map_smul (ρ g) b u] at h3
    exact h3
  have hvU : v ∈ U := h
  rcases hρ.2 U hU with h0 | h1
  · rw [h0, Submodule.mem_bot] at hvU
    exact absurd hvU hv
  · rintro _ ⟨w, rfl⟩
    have hw : w ∈ U := by rw [h1]; exact Submodule.mem_top
    exact hw
```

## (e) A state whose two components are proportional

Let \(V\) be nonzero and finite-dimensional, and let \(W\subseteq V\times V\) be a subspace whose first components exhaust \(V\). Find a scalar \(c\) and a vector \(v\) with
\[
(v,cv)\in W,\qquad v\neq0.
\]

**Solution.** For each vector \(e_i\) of a basis of \(V\), choose \(f_i\) with \((e_i,f_i)\in W\). Let \(T\) be the linear map with \(Te_i=f_i\). By linearity, \((v,Tv)\in W\) for every \(v\). The characteristic polynomial of \(T\) has a complex root \(c\), so \(Tv=cv\) for some \(v\neq0\). Then \((v,cv)\in W\).

```lean
/-- For nonzero finite-dimensional `V`, a subspace of `V × V` whose first components
exhaust `V` contains a pair `(v, c v)` with `v` nonzero. -/
theorem exists_proportional_pair [FiniteDimensional ℂ V] [Nontrivial V]
    {W : Submodule ℂ (V × V)} (h : W.map (LinearMap.fst ℂ V V) = ⊤) :
    ∃ (c : ℂ) (v : V), v ≠ 0 ∧ (v, c • v) ∈ W := by
  have hr : LinearMap.range ((LinearMap.fst ℂ V V).comp W.subtype) = ⊤ := by
    rw [LinearMap.range_comp, Submodule.range_subtype, h]
  -- choose the second component linearly in the first, and take an eigenvector
  obtain ⟨s, hs⟩ := LinearMap.exists_rightInverse_of_surjective _ hr
  let T : Module.End ℂ V := (LinearMap.snd ℂ V V).comp (W.subtype.comp s)
  obtain ⟨c, hc⟩ := Module.End.exists_eigenvalue T
  obtain ⟨v, hv⟩ := hc.exists_hasEigenvector
  have h1 : (s v : V × V).1 = v := LinearMap.congr_fun hs v
  have h2 : (s v : V × V).2 = c • v := hv.apply_eq_smul
  have h3 : (s v : V × V) = (v, c • v) := Prod.ext h1 h2
  have h4 : (s v : V × V) ∈ W := (s v).2
  rw [h3] at h4
  exact ⟨c, v, hv.2, h4⟩
```

The choice of the \(f_i\) is made by `LinearMap.exists_rightInverse_of_surjective`. Applied to the projection from \(W\) onto \(V\), it returns a linear map `s` from \(V\) back into \(W\), with `hs` stating that projection after `s` is the identity. Since `s` takes values in \(W\), each `s v` carries both a pair and a proof that the pair lies in \(W\). This is why `(s v : V × V).2` is a vector while `(s v).2` is a membership proof. `Module.End.exists_eigenvalue` holds for every linear operator on a nonzero finite-dimensional complex space, so it applies to `T` without first establishing any symmetry of `T`.

## (f) The invariant subspaces in between

Let \(V\) be irreducible and finite-dimensional, and let \(W\) be an invariant subspace of \(V\times V\) other than \(0\) and \(V\times V\). Show that, for some \(a,b\) not both zero,
\[
W=\{(av,bv):v\in V\}.
\]

**Solution.** Suppose first that \(W\) contains some \((0,v)\) with \(v\neq0\). By (d), \(V_{0,1}\subseteq W\). Take \((x,y)\in W\). If \(x\neq0\), subtracting \((0,y)\in W\) leaves \((x,0)\in W\), so \(V_{1,0}\subseteq W\) by (d). By (c), \(W\) is then everything, which is excluded. So \(x=0\) throughout, and \(W=V_{0,1}\).

Otherwise \((0,y)\in W\) forces \(y=0\). The first components of \(W\) form an invariant subspace of \(V\). If it is zero, every element of \(W\) has the form \((0,y)\) and vanishes, which is excluded. So it is \(V\), and (e) and (d) give \(V_{1,c}\subseteq W\) for some \(c\). For \((x,y)\in W\), subtracting \((x,cx)\) leaves \((0,y-cx)\in W\), so \(y=cx\). Hence \(W=V_{1,c}\).

The outer `by_cases` separates these two situations, and `le_antisymm` joins the two inclusions.

```lean
/-- For an irreducible finite-dimensional complex representation on `V`, every invariant
subspace of `V × V` other than zero and the whole space is the set of pairs `(a v, b v)`
for some scalars `a`, `b` not both zero. -/
theorem invariant_eq_diagonalCopy [FiniteDimensional ℂ V] {ρ : G →* Module.End ℂ V}
    (hρ : IsIrreducible ρ) {W : Submodule ℂ (V × V)} (hW : Invariant (doubled ρ) W)
    (hbot : W ≠ ⊥) (htop : W ≠ ⊤) :
    ∃ a b : ℂ, (a ≠ 0 ∨ b ≠ 0) ∧ W = diagonalCopy V a b := by
  have := hρ.1
  by_cases hc : ∃ v : V, v ≠ 0 ∧ ((0 : V), v) ∈ W
  · -- W contains the second copy; any further vector would make it everything
    obtain ⟨v, hv, hvW⟩ := hc
    have hle : diagonalCopy V 0 1 ≤ W :=
      diagonalCopy_le_of_mem hρ hW hv (by rwa [zero_smul, one_smul])
    refine ⟨0, 1, Or.inr one_ne_zero, le_antisymm ?_ hle⟩
    rintro ⟨x, y⟩ hp
    by_cases hx : x = 0
    · exact ⟨y, by rw [hx, zero_smul, one_smul]⟩
    · have hy : ((0 : V), y) ∈ W := hle ⟨y, by rw [zero_smul, one_smul]⟩
      have h := W.sub_mem hp hy
      rw [Prod.mk_sub_mk, sub_zero, sub_self] at h
      have hle' : diagonalCopy V 1 0 ≤ W :=
        diagonalCopy_le_of_mem hρ hW hx (by rwa [one_smul, zero_smul])
      have hcompl : IsCompl (diagonalCopy V 0 1) (diagonalCopy V 1 0) :=
        diagonalCopy_isCompl (by norm_num)
      exact absurd (top_le_iff.1 (hcompl.sup_eq_top.symm.le.trans (sup_le hle hle'))) htop
  · have hz : ∀ y : V, ((0 : V), y) ∈ W → y = 0 := fun y hy => by
      by_contra hne
      exact hc ⟨y, hne, hy⟩
    have hP : Invariant ρ (W.map (LinearMap.fst ℂ V V)) := by
      rintro g _ ⟨p, hp, rfl⟩
      exact ⟨doubled ρ g p, hW g p hp, rfl⟩
    rcases hρ.2 _ hP with h0 | h1
    · refine absurd ((Submodule.eq_bot_iff W).2 ?_) hbot
      rintro ⟨x, y⟩ hp
      have hx : x ∈ W.map (LinearMap.fst ℂ V V) := ⟨(x, y), hp, rfl⟩
      rw [h0, Submodule.mem_bot] at hx
      subst hx
      exact Prod.ext rfl (hz y hp)
    · -- W contains a copy (v, c v), and the second component is fixed by the first
      obtain ⟨c, v, hv, hvW⟩ := exists_proportional_pair h1
      have hle : diagonalCopy V 1 c ≤ W :=
        diagonalCopy_le_of_mem hρ hW hv (by rwa [one_smul])
      refine ⟨1, c, Or.inl one_ne_zero, le_antisymm ?_ hle⟩
      rintro ⟨x, y⟩ hp
      have hx : (x, c • x) ∈ W := hle ⟨x, by rw [one_smul]⟩
      have h := W.sub_mem hp hx
      rw [Prod.mk_sub_mk, sub_self] at h
      exact ⟨x, by rw [one_smul, sub_eq_zero.1 (hz _ h)]⟩
```

The group may be infinite, and no inner product is used. The proof returns the coefficients \((0,1)\) or \((1,c)\), without normalising the second pair. For orthonormal orbitals and a unit vector \(v\), the normalised forms are \((0,1)\) and \((1,c)/\sqrt{1+|c|^2}\).

In a one-electron model with just these two sets, an eigenspace of a Hamiltonian that commutes with the group is invariant. Unless the Hamiltonian is a multiple of the identity, all partners in a level therefore share the same mixing coefficients.

## (g) The planar species of \(C_{4v}\)

The group is generated by two mirrors acting on complex amplitudes \((x,y)\), and `natural` lets it act on that plane.

```lean
/-- A group of invertible linear maps acts on its own space. -/
def natural (H : Subgroup (V ≃ₗ[ℂ] V)) : H →* Module.End ℂ V where
  toFun g := g.1.toLinearMap
  map_one' := rfl
  map_mul' _ _ := rfl

/-- The diagonal mirror of the plane, `(x, y) ↦ (y, x)`. -/
def diagonalMirror : (ℂ × ℂ) ≃ₗ[ℂ] (ℂ × ℂ) := LinearEquiv.prodComm ℂ ℂ ℂ

/-- The axial mirror of the plane, `(x, y) ↦ (x, -y)`. -/
def axialMirror : (ℂ × ℂ) ≃ₗ[ℂ] (ℂ × ℂ) where
  toFun p := (p.1, -p.2)
  invFun p := (p.1, -p.2)
  map_add' p q := by simp [add_comm]
  map_smul' c p := by simp
  left_inv p := by simp
  right_inv p := by simp

/-- The point group C4v, generated by the diagonal and the axial mirror. -/
def C4v : Subgroup ((ℂ × ℂ) ≃ₗ[ℂ] (ℂ × ℂ)) :=
  Subgroup.closure {diagonalMirror, axialMirror}
```

Show that an invariant subspace \(U\) of this plane satisfies
\[
U\neq0\ \Longrightarrow\ U=\mathbb C^2 .
\]

**Solution.** Take \((x,y)\neq(0,0)\) in \(U\). If \(x=0\), exchange the coordinates with the diagonal mirror, so that the first one is nonzero. Adding the axial mirror image gives \((x,y)+(x,-y)=(2x,0)\), and division by \(2x\) gives \((1,0)\in U\). The diagonal mirror then gives \((0,1)\in U\), and these two vectors span the plane.

In the Lean proof, `hs` is the exchange and `h1` the addition and division. With (a) and (f), this answers the opening question for the \(p\) and \(d\) pairs: the subspaces are zero, the whole space, and the \(V_{a,b}\) with \(a,b\) not both zero.

```lean
/-- The two-dimensional representation of C4v on the pairs `(x, y)` is irreducible. -/
theorem C4v_irreducible_witness : IsIrreducible (natural C4v) := by
  refine ⟨inferInstance, fun U hU => ?_⟩
  have hd : ∀ x y : ℂ, diagonalMirror (x, y) = (y, x) := fun _ _ => rfl
  have ha : ∀ x y : ℂ, axialMirror (x, y) = (x, -y) := fun _ _ => rfl
  have hs : ∀ x y : ℂ, (x, y) ∈ U → (y, x) ∈ U := fun x y h => by
    have h' : diagonalMirror (x, y) ∈ U :=
      hU ⟨diagonalMirror, Subgroup.subset_closure (Set.mem_insert _ _)⟩ (x, y) h
    rwa [hd] at h'
  -- adding the mirror image isolates the first coordinate
  have h1 : ∀ x y : ℂ, (x, y) ∈ U → x ≠ 0 → ((1 : ℂ), (0 : ℂ)) ∈ U := fun x y h hx => by
    have h' : axialMirror (x, y) ∈ U :=
      hU ⟨axialMirror, Subgroup.subset_closure
        (Set.mem_insert_of_mem _ (Set.mem_singleton _))⟩ (x, y) h
    rw [ha] at h'
    have h2 := U.smul_mem (2 * x)⁻¹ (U.add_mem h h')
    rwa [Prod.mk_add_mk, add_neg_cancel, ← two_mul x, Prod.smul_mk, smul_zero,
      smul_eq_mul, inv_mul_cancel₀ (mul_ne_zero two_ne_zero hx)] at h2
  refine or_iff_not_imp_left.2 fun hb => ?_
  obtain ⟨⟨x, y⟩, hp, hne⟩ := Submodule.exists_mem_ne_zero_of_ne_bot hb
  have h10 : ((1 : ℂ), (0 : ℂ)) ∈ U := by
    by_cases hx : x = 0
    · exact h1 y x (hs x y hp) fun hy => hne (by simp [hx, hy])
    · exact h1 x y hp hx
  rw [eq_top_iff]
  rintro ⟨p, q⟩ -
  have h := U.add_mem (U.smul_mem p h10) (U.smul_mem q (hs 1 0 h10))
  simpa using h

end DoubledSpecies
```

```lean
#print axioms DoubledSpecies.diagonalCopy_invariant
#print axioms DoubledSpecies.diagonalCopy_proper
#print axioms DoubledSpecies.invariant_eq_diagonalCopy
```

```
'DoubledSpecies.diagonalCopy_invariant' depends on axioms: [propext, Classical.choice, Quot.sound]
'DoubledSpecies.diagonalCopy_proper' depends on axioms: [propext, Classical.choice, Quot.sound]
'DoubledSpecies.invariant_eq_diagonalCopy' depends on axioms: [propext, Classical.choice, Quot.sound]
```

## A quarter turn over the real numbers

With real scalars in place of complex ones, the statement of (f) fails. Let the fourfold rotation group act on \(\mathbb R^2\), and let \(J\) be the quarter turn. No real line is invariant, so the representation is irreducible over \(\mathbb R\). Since \(J\) commutes with all the rotations, \(W=\{(v,Jv):v\in\mathbb R^2\}\) is invariant, and it is neither zero nor everything. If \(W\) consisted of the pairs \((av,bv)\) with real \(a,b\), then \(a\neq0\) and \(Jv=(b/a)v\) for all \(v\). But \(J\) has no real eigenvalue.
